# The product state closest to a two-qubit ground state need not have the lowest energy

## Can I skip the energy optimisation after truncating to bond dimension one?

When I need a product state as a reference, I take a converged matrix product state, cut it down to bond dimension one by keeping the largest Schmidt coefficient, and use what is left without optimising its energy again. I assumed that the product state with the largest ground-state overlap would also have the lowest energy.

A two-qubit test makes me doubt this. Write e_ij for the basis states. My ground state is 0.8 e00 + 0.6 e11 with energy 0. The state 0.6 e00 − 0.8 e11 has energy 1, and e01 and e10 both have energy 0.5. Truncation gives e00, with energy 0.36, but I found a product state with energy of about 0.245 and a clearly smaller overlap. Have I made an error, and if not, when does this happen?

## No: e00 loses as soon as d < g b (a+b)

Your numbers are right. Take a > b > 0 with a² + b² = 1, and let H have eigenvalue 0 on a e00 + b e11, g > 0 on b e00 − a e11, and d > 0 on e01 and e10. Then e00 always has the largest overlap, but it is a lowest-energy product state exactly when g b (a+b) ≤ d. In your example the threshold is 0.84 and d is 0.5.

**Weights in a product state.** Let u and v be normalised one-qubit states, and let x_ij = u_i v_j be the amplitudes of their product. Put p = |x00|, q = |x11| and w = |x01|² + |x10|². Then

p² + q² + w = 1,

w − 2pq = (|u0||v1| − |u1||v0|)² ≥ 0.

So a product state can't contain both e00 and e11 without some weight on e01 and e10.

**Overlap.** By the triangle inequality, and then 2pq ≤ w and p² = 1 − q² − w,

|a x00 + b x11|² ≤ (ap + bq)² ≤ a² − (a² − b²) q² − a(a − b) w.

The right side is at most a², the overlap of e00. Equality forces q = w = 0, which leaves e00 up to a phase.

**Energy.** The energy is

E = g |b x00 − a x11|² + d w,

so E(e00) = g b². The same two facts give

|b x00 − a x11|² ≥ (bp − aq)² ≥ b² + (a² − b²) q² − b(a + b) w,

E ≥ g b² + g(a² − b²) q² + (d − g b (a+b)) w.

If g b (a+b) ≤ d, no product state lies below e00.

**A better state below the threshold.** Put both qubits in the state (√(1−x), √x), where x is the probability of finding a qubit in its second level. Then

E(x) = g (b − (a+b)x)² + 2d x(1−x).

With D = g b (a+b) − d > 0, expanding gives

E(x) − g b² = −2D x + (g(a² − b²) + 2D) x².

At x = D / (g(a² − b²) + 2D) the difference is −D x, which is negative.

The choice x = b/(a+b) removes the g-term altogether and leaves

E = 2abd / (a+b)².

This is below g b² exactly when 2ad < g b (a+b)². For your numbers x = 3/7, the energy is about 0.245, and the overlap is about 0.51 instead of 0.64. The tilted state has more weight outside the ground state, but that weight sits on the cheaper levels. The condition 2ad < g b (a+b)² is sufficient for e00 to lose, not necessary: between it and the exact threshold, a smaller tilt still wins.

**What the Lean statements say.** A two-qubit vector is a complex function on `Fin 2 × Fin 2`, `prodState u v` is the tensor product, and `ket i j` is e_ij. `hamiltonian` is built from projectors, and `hamiltonian_spectrum` confirms the four eigenvalue equations under a² + b² = 1. `energy` is the real part of ⟨ψ|H|ψ⟩, which is the expectation value for a normalised vector ψ, and `overlap` is the squared modulus of the inner product with `ground a b`.

- `overlap_maximal` says that e00 has the largest overlap among normalised product states, uniquely up to a phase.
- `lowest_energy_iff` gives the exact threshold, for g > 0.
- `best_overlap_not_lowest_energy` combines the maximal overlap with the explicit better state at x = b/(a+b), under the sufficient condition.

These three theorems don't assume a² + b² = 1, because the inequalities hold without it; you need it to read g as an eigenvalue and `overlap` as a probability. They don't assume d > 0 either, though that is what makes a e00 + b e11 the unique ground state here. The parameters a, b, g and d are real, while the competing product states may have complex amplitudes.

```lean
import Mathlib

open Matrix

namespace ProductStateOverlapVersusEnergy

noncomputable section

/-- The product state `u ⊗ v` of two qubits. -/
def prodState (u v : Fin 2 → ℂ) : Fin 2 × Fin 2 → ℂ := fun p => u p.1 * v p.2

/-- The computational basis state `e_ij`, a product of two one-qubit basis states. -/
def ket (i j : Fin 2) : Fin 2 × Fin 2 → ℂ := prodState (Pi.single i 1) (Pi.single j 1)

/-- A one-qubit state of unit norm. -/
def Normalized (u : Fin 2 → ℂ) : Prop := ‖u 0‖ ^ 2 + ‖u 1‖ ^ 2 = 1

/-- The two-qubit vector `a e00 + b e11`. -/
def ground (a b : ℝ) : Fin 2 × Fin 2 → ℂ := (a : ℂ) • ket 0 0 + (b : ℂ) • ket 1 1

/-- The two-qubit vector `b e00 - a e11`. -/
def excited (a b : ℝ) : Fin 2 × Fin 2 → ℂ := (b : ℂ) • ket 0 0 - (a : ℂ) • ket 1 1

/-- The Hamiltonian `g |b e00 - a e11⟩⟨b e00 - a e11| + d (|e01⟩⟨e01| + |e10⟩⟨e10|)`. -/
def hamiltonian (a b g d : ℝ) : Matrix (Fin 2 × Fin 2) (Fin 2 × Fin 2) ℂ :=
  (g : ℂ) • vecMulVec (excited a b) (star (excited a b)) +
    (d : ℂ) • (vecMulVec (ket 0 1) (star (ket 0 1)) + vecMulVec (ket 1 0) (star (ket 1 0)))

/-- The real part of `⟨x|H|x⟩`, which is the expectation value of the Hamiltonian `H` when `x` has
unit norm. -/
def energy (a b g d : ℝ) (x : Fin 2 × Fin 2 → ℂ) : ℝ :=
  (star x ⬝ᵥ hamiltonian a b g d *ᵥ x).re

/-- The squared modulus of the inner product of `a e00 + b e11` with `x`. -/
def overlap (a b : ℝ) (x : Fin 2 × Fin 2 → ℂ) : ℝ := ‖star (ground a b) ⬝ᵥ x‖ ^ 2

/-- The real one-qubit state with probability `x` of being in the second basis state, for
`0 ≤ x ≤ 1`. -/
def tilted (x : ℝ) : Fin 2 → ℂ := ![((√(1 - x) : ℝ) : ℂ), ((√x : ℝ) : ℂ)]

private lemma ket_apply (i j k l : Fin 2) :
    ket i j (k, l) = if k = i ∧ l = j then 1 else 0 := by
  fin_cases i <;> fin_cases j <;> fin_cases k <;> fin_cases l <;> simp [ket, prodState]

private lemma hamiltonian_mulVec (a b g d : ℝ) (x : Fin 2 × Fin 2 → ℂ) :
    hamiltonian a b g d *ᵥ x = ((g : ℂ) * (b * x (0, 0) - a * x (1, 1))) • excited a b +
      ((d : ℂ) * x (0, 1)) • ket 0 1 + ((d : ℂ) * x (1, 0)) • ket 1 0 := by
  ext ⟨i, j⟩
  fin_cases i <;> fin_cases j <;>
    simp [hamiltonian, excited, ket_apply, mulVec, dotProduct, vecMulVec_apply,
      Fintype.sum_prod_type, Fin.sum_univ_two] <;> ring

/-- For `a² + b² = 1` the Hamiltonian has eigenvalue `0` on `a e00 + b e11`, `g` on
`b e00 - a e11`, and `d` on `e01` and `e10`. -/
theorem hamiltonian_spectrum (a b g d : ℝ) (h : a ^ 2 + b ^ 2 = 1) :
    hamiltonian a b g d *ᵥ ground a b = 0 ∧
    hamiltonian a b g d *ᵥ excited a b = (g : ℂ) • excited a b ∧
    hamiltonian a b g d *ᵥ ket 0 1 = (d : ℂ) • ket 0 1 ∧
    hamiltonian a b g d *ᵥ ket 1 0 = (d : ℂ) • ket 1 0 := by
  have h' : (a : ℂ) ^ 2 + (b : ℂ) ^ 2 = 1 := by exact_mod_cast h
  refine ⟨?_, ?_, ?_, ?_⟩
  · simp [hamiltonian_mulVec, ground, ket_apply, mul_comm]
  · have e : (b : ℂ) * excited a b (0, 0) - a * excited a b (1, 1) = 1 := by
      simp [excited, ket_apply]
      linear_combination h'
    have e1 : excited a b (0, 1) = 0 := by simp [excited, ket_apply]
    have e2 : excited a b (1, 0) = 0 := by simp [excited, ket_apply]
    rw [hamiltonian_mulVec, e, e1, e2]
    simp
  · simp [hamiltonian_mulVec, ket_apply]
  · simp [hamiltonian_mulVec, ket_apply]

/-- The energy of any two-qubit vector in terms of its four amplitudes. -/
theorem energy_formula (a b g d : ℝ) (x : Fin 2 × Fin 2 → ℂ) :
    energy a b g d x = g * ‖(b : ℂ) * x (0, 0) - a * x (1, 1)‖ ^ 2 +
      d * (‖x (0, 1)‖ ^ 2 + ‖x (1, 0)‖ ^ 2) := by
  rw [energy, hamiltonian_mulVec]
  simp [excited, ket_apply, dotProduct, Fintype.sum_prod_type, Fin.sum_univ_two,
    Complex.sq_norm, Complex.normSq_apply]
  ring

private lemma overlap_formula (a b : ℝ) (x : Fin 2 × Fin 2 → ℂ) :
    overlap a b x = ‖(a : ℂ) * x (0, 0) + b * x (1, 1)‖ ^ 2 := by
  simp [overlap, ground, ket_apply, dotProduct, Fintype.sum_prod_type, Fin.sum_univ_two]

private lemma energy_ket (a b g d : ℝ) : energy a b g d (ket 0 0) = g * b ^ 2 := by
  rw [energy_formula]
  simp [ket_apply]

/-- In a normalised product state the four weights sum to one, and the weight on `e01` and `e10`
is at least twice the product of the moduli of the amplitudes on `e00` and `e11`. -/
theorem product_weights {u v : Fin 2 → ℂ} (hu : Normalized u) (hv : Normalized v) :
    ‖u 0 * v 0‖ ^ 2 + ‖u 1 * v 1‖ ^ 2 + (‖u 0 * v 1‖ ^ 2 + ‖u 1 * v 0‖ ^ 2) = 1 ∧
    2 * (‖u 0 * v 0‖ * ‖u 1 * v 1‖) ≤ ‖u 0 * v 1‖ ^ 2 + ‖u 1 * v 0‖ ^ 2 := by
  unfold Normalized at hu hv
  have h : (‖u 0‖ ^ 2 + ‖u 1‖ ^ 2) * (‖v 0‖ ^ 2 + ‖v 1‖ ^ 2) = 1 := by rw [hu, hv, one_mul]
  simp only [norm_mul]
  constructor
  · linear_combination h
  · nlinarith [sq_nonneg (‖u 0‖ * ‖v 1‖ - ‖u 1‖ * ‖v 0‖)]

/-- For `a > b > 0`, no normalised product state overlaps more with `a e00 + b e11` than `e00`
does, and any that overlaps equally is `e00` up to a phase. -/
theorem overlap_maximal {a b : ℝ} (hb : 0 < b) (hab : b < a) {u v : Fin 2 → ℂ}
    (hu : Normalized u) (hv : Normalized v) :
    overlap a b (prodState u v) ≤ overlap a b (ket 0 0) ∧
    (overlap a b (prodState u v) = overlap a b (ket 0 0) →
      ∃ c : ℂ, ‖c‖ = 1 ∧ prodState u v = c • ket 0 0) := by
  have ha : 0 < a := hb.trans hab
  obtain ⟨w1, w2⟩ := product_weights hu hv
  have h0 : overlap a b (ket 0 0) = a ^ 2 := by
    rw [overlap_formula]
    simp [ket_apply]
  have t : ‖(a : ℂ) * (u 0 * v 0) + b * (u 1 * v 1)‖ ≤
      a * ‖u 0 * v 0‖ + b * ‖u 1 * v 1‖ := by
    have t0 := norm_add_le ((a : ℂ) * (u 0 * v 0)) (b * (u 1 * v 1))
    rwa [norm_mul (a : ℂ), norm_mul (b : ℂ), Complex.norm_real, Complex.norm_real,
      Real.norm_of_nonneg ha.le, Real.norm_of_nonneg hb.le] at t0
  have q := pow_le_pow_left₀ (norm_nonneg _) t 2
  have e : a ^ 2 * (‖u 0 * v 0‖ ^ 2 + ‖u 1 * v 1‖ ^ 2 +
      (‖u 0 * v 1‖ ^ 2 + ‖u 1 * v 0‖ ^ 2)) = a ^ 2 := by rw [w1, mul_one]
  have m := mul_le_mul_of_nonneg_left w2 (mul_pos ha hb).le
  -- the overlap lost is at least a positive combination of the weights outside `e00`
  have gap : overlap a b (prodState u v) + (a ^ 2 - b ^ 2) * ‖u 1 * v 1‖ ^ 2 +
      a * (a - b) * (‖u 0 * v 1‖ ^ 2 + ‖u 1 * v 0‖ ^ 2) ≤ a ^ 2 := by
    rw [overlap_formula]
    simp only [prodState]
    linarith
  have k1 : 0 < a ^ 2 - b ^ 2 := by nlinarith
  have k2 : 0 < a * (a - b) := mul_pos ha (sub_pos.mpr hab)
  have n1 := mul_nonneg k1.le (sq_nonneg ‖u 1 * v 1‖)
  have n2 := mul_nonneg k2.le (add_nonneg (sq_nonneg ‖u 0 * v 1‖) (sq_nonneg ‖u 1 * v 0‖))
  rw [h0]
  refine ⟨by linarith, fun heq => ?_⟩
  have y1 : ‖u 1 * v 1‖ ^ 2 ≤ 0 := by
    by_contra hc
    have := mul_pos k1 (not_le.mp hc)
    linarith
  have y2 : ‖u 0 * v 1‖ ^ 2 + ‖u 1 * v 0‖ ^ 2 ≤ 0 := by
    by_contra hc
    have := mul_pos k2 (not_le.mp hc)
    linarith
  have zero_of : ∀ z : ℂ, ‖z‖ ^ 2 ≤ 0 → z = 0 := fun z hz =>
    norm_eq_zero.mp ((pow_eq_zero_iff two_ne_zero).mp (le_antisymm hz (sq_nonneg _)))
  have z1 := zero_of _ y1
  have z2 := zero_of (u 0 * v 1) (by linarith [sq_nonneg ‖u 1 * v 0‖])
  have z3 := zero_of (u 1 * v 0) (by linarith [sq_nonneg ‖u 0 * v 1‖])
  refine ⟨u 0 * v 0, ?_, ?_⟩
  · rw [z1, z2, z3, norm_zero] at w1
    exact (pow_eq_one_iff_of_nonneg (norm_nonneg _) two_ne_zero).mp (by linarith)
  · ext ⟨i, j⟩
    fin_cases i <;> fin_cases j <;> simp [prodState, ket_apply, z1, z2, z3]

/-- Two qubits in the same tilted state, with `0 ≤ x ≤ 1`, form a normalised product state of
energy `g (b - (a+b) x)² + 2 d x (1-x)`. -/
theorem tilted_energy (a b g d : ℝ) {x : ℝ} (h0 : 0 ≤ x) (h1 : x ≤ 1) :
    Normalized (tilted x) ∧ energy a b g d (prodState (tilted x) (tilted x)) =
      g * (b - (a + b) * x) ^ 2 + 2 * d * x * (1 - x) := by
  have h1' : 0 ≤ 1 - x := sub_nonneg.mpr h1
  constructor
  · change ‖((√(1 - x) : ℝ) : ℂ)‖ ^ 2 + ‖((√x : ℝ) : ℂ)‖ ^ 2 = 1
    simp only [Complex.norm_real, Real.norm_eq_abs, sq_abs]
    rw [Real.sq_sqrt h1', Real.sq_sqrt h0]
    ring
  · have e00 : prodState (tilted x) (tilted x) (0, 0) = ((1 - x : ℝ) : ℂ) := by
      change ((√(1 - x) : ℝ) : ℂ) * ((√(1 - x) : ℝ) : ℂ) = _
      rw [← Complex.ofReal_mul, Real.mul_self_sqrt h1']
    have e11 : prodState (tilted x) (tilted x) (1, 1) = (x : ℂ) := by
      change ((√x : ℝ) : ℂ) * ((√x : ℝ) : ℂ) = _
      rw [← Complex.ofReal_mul, Real.mul_self_sqrt h0]
    have e01 : ‖prodState (tilted x) (tilted x) (0, 1)‖ ^ 2 = (1 - x) * x := by
      change ‖((√(1 - x) : ℝ) : ℂ) * ((√x : ℝ) : ℂ)‖ ^ 2 = _
      rw [← Complex.ofReal_mul, Complex.norm_real, Real.norm_eq_abs, sq_abs, mul_pow,
        Real.sq_sqrt h1', Real.sq_sqrt h0]
    have e10 : ‖prodState (tilted x) (tilted x) (1, 0)‖ ^ 2 = x * (1 - x) := by
      change ‖((√x : ℝ) : ℂ) * ((√(1 - x) : ℝ) : ℂ)‖ ^ 2 = _
      rw [← Complex.ofReal_mul, Complex.norm_real, Real.norm_eq_abs, sq_abs, mul_pow,
        Real.sq_sqrt h1', Real.sq_sqrt h0]
    rw [energy_formula, e00, e11, e01, e10, ← Complex.ofReal_mul, ← Complex.ofReal_mul,
      ← Complex.ofReal_sub, Complex.norm_real, Real.norm_eq_abs, sq_abs]
    ring

/-- For `a > b > 0` and `g > 0`, the state `e00` has the lowest energy among normalised product
states if and only if `g b (a+b) ≤ d`. -/
theorem lowest_energy_iff {a b g d : ℝ} (hb : 0 < b) (hab : b < a) (hg : 0 < g) :
    (∀ u v, Normalized u → Normalized v →
      energy a b g d (ket 0 0) ≤ energy a b g d (prodState u v)) ↔ g * b * (a + b) ≤ d := by
  have ha : 0 < a := hb.trans hab
  have k : 0 < g * (a ^ 2 - b ^ 2) := mul_pos hg (by nlinarith)
  constructor
  · intro h
    by_contra hc
    have hD : 0 < g * b * (a + b) - d := sub_pos.mpr (not_le.mp hc)
    -- a suitable tilt of both qubits lowers the energy
    obtain ⟨x, x0, x1, hx⟩ : ∃ x : ℝ, 0 < x ∧ x ≤ 1 ∧
        (g * (a ^ 2 - b ^ 2) + 2 * (g * b * (a + b) - d)) * x = g * b * (a + b) - d := by
      have hp : 0 < g * (a ^ 2 - b ^ 2) + 2 * (g * b * (a + b) - d) := by linarith
      exact ⟨_, div_pos hD hp, (div_le_one hp).mpr (by linarith), mul_div_cancel₀ _ hp.ne'⟩
    obtain ⟨hn, he⟩ := tilted_energy a b g d x0.le x1
    have hle := h _ _ hn hn
    have hlow : g * (b - (a + b) * x) ^ 2 + 2 * d * x * (1 - x) =
        g * b ^ 2 - (g * b * (a + b) - d) * x := by linear_combination x * hx
    rw [energy_ket, he, hlow] at hle
    linarith [mul_pos hD x0]
  · intro h u v hu hv
    obtain ⟨w1, w2⟩ := product_weights hu hv
    have t := abs_norm_sub_norm_le ((b : ℂ) * (u 0 * v 0)) (a * (u 1 * v 1))
    rw [norm_mul (b : ℂ), norm_mul (a : ℂ), Complex.norm_real, Complex.norm_real,
      Real.norm_of_nonneg ha.le, Real.norm_of_nonneg hb.le] at t
    have q := pow_le_pow_left₀ (abs_nonneg _) t 2
    rw [sq_abs] at q
    have q' := mul_le_mul_of_nonneg_left q hg.le
    have m1 := mul_le_mul_of_nonneg_left w2 (mul_pos hg (mul_pos ha hb)).le
    have m2 := mul_le_mul_of_nonneg_right h
      (add_nonneg (sq_nonneg ‖u 0 * v 1‖) (sq_nonneg ‖u 1 * v 0‖))
    have m3 := mul_nonneg k.le (sq_nonneg ‖u 1 * v 1‖)
    have e : g * b ^ 2 * (‖u 0 * v 0‖ ^ 2 + ‖u 1 * v 1‖ ^ 2 +
        (‖u 0 * v 1‖ ^ 2 + ‖u 1 * v 0‖ ^ 2)) = g * b ^ 2 := by rw [w1, mul_one]
    rw [energy_ket, energy_formula]
    simp only [prodState]
    linarith

/-- For `a > b > 0` and `2 a d < g b (a+b)²`, the state `e00` has the largest overlap with
`a e00 + b e11` among normalised product states, yet two qubits tilted by `x = b/(a+b)` have
lower energy. -/
theorem best_overlap_not_lowest_energy {a b g d : ℝ} (hb : 0 < b) (hab : b < a)
    (h : 2 * a * d < g * b * (a + b) ^ 2) :
    (∀ u v, Normalized u → Normalized v →
      overlap a b (prodState u v) ≤ overlap a b (ket 0 0)) ∧
    Normalized (tilted (b / (a + b))) ∧
    energy a b g d (prodState (tilted (b / (a + b))) (tilted (b / (a + b)))) <
      energy a b g d (ket 0 0) := by
  have hs : 0 < a + b := by linarith
  obtain ⟨hn, he⟩ := tilted_energy a b g d (div_pos hb hs).le
    ((div_le_one hs).mpr (by linarith))
  refine ⟨fun u v hu hv => (overlap_maximal hb hab hu hv).1, hn, ?_⟩
  -- this tilt removes the component along `b e00 - a e11`
  have e1 : b - (a + b) * (b / (a + b)) = 0 := by
    rw [mul_div_cancel₀ _ hs.ne', sub_self]
  have e2 : 1 - b / (a + b) = a / (a + b) := by
    rw [eq_div_iff hs.ne', sub_mul, div_mul_cancel₀ _ hs.ne']
    ring
  have e3 : g * 0 ^ 2 + 2 * d * (b / (a + b)) * (a / (a + b)) =
      2 * d * a * b / (a + b) ^ 2 := by
    generalize a + b = s
    ring
  rw [he, energy_ket, e1, e2, e3, div_lt_iff₀ (pow_pos hs 2)]
  linarith [mul_lt_mul_of_pos_left h hb]

end

end ProductStateOverlapVersusEnergy
```

```lean
#print axioms ProductStateOverlapVersusEnergy.hamiltonian_spectrum
#print axioms ProductStateOverlapVersusEnergy.lowest_energy_iff
#print axioms ProductStateOverlapVersusEnergy.best_overlap_not_lowest_energy
```

```
'ProductStateOverlapVersusEnergy.hamiltonian_spectrum' depends on axioms: [propext, Classical.choice, Quot.sound]
'ProductStateOverlapVersusEnergy.lowest_energy_iff' depends on axioms: [propext, Classical.choice, Quot.sound]
'ProductStateOverlapVersusEnergy.best_overlap_not_lowest_energy' depends on axioms: [propext, Classical.choice, Quot.sound]
```

**How the Lean proof runs.** `hamiltonian_mulVec` computes the action of H entry by entry, and `energy_formula` and `overlap_formula` turn the definitions into the expressions in x_ij used above. `product_weights` holds the two facts about p, q and w; its inequality comes from handing `nlinarith` the square that equals w − 2pq.

In `overlap_maximal`, `t` is the triangle inequality, the step named `q` (not the modulus q above) is its square, and `m` is the bound 2pq ≤ w multiplied by ab. Together they give `gap`, the overlap bound with both loss terms kept. If the overlaps are equal, `y1` and `y2` force those losses to vanish, and the remaining amplitude u0 v0 is the phase.

`tilted_energy` evaluates E(x). One direction of `lowest_energy_iff` assumes that the threshold fails, takes the x given above, and obtains the energy change −D x in `hlow`, which contradicts minimality. The other direction is the lower bound on E, with the reverse triangle inequality supplied by `abs_norm_sub_norm_le`. In the last theorem, `e1` shows that the g-term vanishes, `e2` and `e3` simplify what remains, and `div_lt_iff₀` clears the denominator (a+b)².

**For your workflow.** In this two-qubit model, truncating by Schmidt weight and minimising the energy at bond dimension one are different optimisations, and below the threshold they give different states. If you want the reference for its overlap, e00 is already the best choice here. If you want it for its energy, minimise the energy, but don't start from e00 itself: the energy gradient over product states vanishes there. With one qubit held in its first level, the energy is g b² |u0|² + d |u1|², where u is the state of the other qubit. So for d > g b², as in your example, optimising one qubit at a time never leaves e00. Start from a tilted state whose energy is already below g b². The theorems say nothing about longer chains or larger bond dimensions, and they don't identify the lowest-energy product state below the threshold. In a longer chain, truncating bond by bond need not even give the product state with the largest overlap.
